# For a volcano curve that is the minimum of finitely many lines, at least one rising and one falling, the width of the activity window is concave and strictly decreasing in the threshold up to the peak

Take two lines, $x$ and $-x$, and let the activity at descriptor $x$ be the smaller of the two, $f(x)=\min(x,-x)$. The peak is at height $0$. For a threshold $t\le 0$, the descriptors with $f(x)\ge t$ fill the interval $[t,-t]$, whose length is $-2t$. Each edge moves inward at a constant rate as $t$ rises.

Now add a third, steeper line, $2x+1$. It lies below $x$ when $x<-1$, so it takes over the left edge for thresholds below $-1$:

$$
W(t)=\begin{cases}\dfrac{1-3t}{2}, & t\le -1,\\[1ex] -2t, & -1\le t\le 0.\end{cases}
$$

The slope of $W$ changes from $-3/2$ to $-2$ as the threshold rises through $-1$. Near the peak the curve is flatter, so a given rise in the threshold removes more of the window. This is the mechanism behind concavity, and it works for any finite number of lines.

## Lines, curve and window

In a volcano model of catalysis, $x$ is a descriptor such as an adsorption energy. Each elementary step $i$ contributes a line $a_i x+b_i$, for example a logarithmic rate or the negative of a reaction free energy. The slope $a_i$ is the sensitivity of that step to the descriptor, and the intercept $b_i$ is its value at $x=0$. Both are inputs here; in practice they would come from linear scaling or Brønsted–Evans–Polanyi relations. The steps are labelled by a finite, nonempty index type `ι`.

In Lean 4 with Mathlib:

```lean
import Mathlib

open Set

namespace VolcanoActivityWindow

noncomputable section

variable {ι : Type*} [Fintype ι] [Nonempty ι]
```

The least favourable step sets the activity:

$$f(x)=\min_i\,(a_i x+b_i).$$

```lean
/-- The volcano curve: the minimum of finitely many lines with slopes `a i` and
intercepts `b i`, as a function of the descriptor `x`. -/
def activity (a b : ι → ℝ) (x : ℝ) : ℝ :=
  Finset.univ.inf' Finset.univ_nonempty (fun i => a i * x + b i)
```

`Finset.inf'` is the minimum over a nonempty finite set, which is why `activity` carries a proof of nonemptiness. The descriptor ranges over all real numbers, and the minimum is sharp: there are no coverage effects and no smooth crossover between rate-limiting steps.

For a threshold $t$, the activity window is the set of sufficiently active descriptors, $\{x\mid t\le f(x)\}$.

```lean
/-- The activity window: all descriptors whose activity is at least `t`. -/
def window (a b : ι → ℝ) (t : ℝ) : Set ℝ := {x | t ≤ activity a b x}
```

Its width is the distance between its outermost points,

$$W(t)=\sup\{x\mid t\le f(x)\}-\inf\{x\mid t\le f(x)\}.$$

```lean
/-- The width of the activity window: its supremum minus its infimum. -/
def width (a b : ι → ℝ) (t : ℝ) : ℝ := sSup (window a b t) - sInf (window a b t)
```

This definition does not presuppose that the window is an interval. The main theorem supplies that, and with it the reading of `width` as a length. Above the peak the window is empty, and the theorem says nothing about `width` there.

## Every line must reach the threshold

A minimum is at least $t$ exactly when each of its members is:

$$t\le f(x)\iff t\le a_i x+b_i\ \text{ for all } i.$$

```lean
variable {a b : ι → ℝ}

/-- A descriptor is in the window exactly when every line reaches the threshold there. -/
theorem mem_window {t x : ℝ} : x ∈ window a b t ↔ ∀ i, t ≤ a i * x + b i := by
  simp [window, activity, Finset.le_inf'_iff]
```

From here on, statements about the window reduce to linear inequalities, one for each step.

## Mixing two windows

Let $x$ lie in the window at threshold $s$ and $y$ in the window at threshold $t$. Take weights $p,q\ge 0$ with $p+q=1$. For every $i$,

$$
a_i(px+qy)+b_i=p(a_i x+b_i)+q(a_i y+b_i)\ge ps+qt .
$$

The equality uses $p+q=1$ to divide the intercept between the two terms. Hence $px+qy$ lies in the window at threshold $ps+qt$.

```lean
/-- A weighted mean of descriptors from two windows lies in the window of the mean threshold taken
with the same weights. -/
theorem window_mix {s t x y p q : ℝ} (hx : x ∈ window a b s) (hy : y ∈ window a b t)
    (hp : 0 ≤ p) (hq : 0 ≤ q) (hpq : p + q = 1) :
    p * x + q * y ∈ window a b (p * s + q * t) := by
  rw [mem_window] at *
  intro i
  have h1 := mul_le_mul_of_nonneg_left (hx i) hp
  have h2 := mul_le_mul_of_nonneg_left (hy i) hq
  have e : a i * (p * x + q * y) + b i = p * (a i * x + b i) + q * (a i * y + b i) := by
    linear_combination (-(b i)) * hpq
  rw [e]
  exact add_le_add h1 h2
```

In the code, `linear_combination` checks the equality, with $p+q=1$ entering through `hpq`. The inequality is the sum of the two weighted hypotheses `h1` and `h2`. Nothing is assumed about the signs of the slopes.

## One rising and one falling line enclose the window

Suppose $a_i>0$ for some $i$ and $a_j<0$ for some $j$. Every $x$ in the window satisfies $t\le a_i x+b_i$ and $t\le a_j x+b_j$. Dividing by the slopes, with a reversal of the second inequality because $a_j$ is negative, gives

$$\frac{t-b_i}{a_i}\le x\le\frac{t-b_j}{a_j}.$$

The window is also closed, being an intersection of the closed sets $\{x\mid t\le a_k x+b_k\}$. A closed subset of a bounded closed interval is compact.

```lean
/-- With one rising and one falling line, every activity window is compact. -/
theorem isCompact_window (hpos : ∃ i, 0 < a i) (hneg : ∃ i, a i < 0) (t : ℝ) :
    IsCompact (window a b t) := by
  obtain ⟨i, hi⟩ := hpos
  obtain ⟨j, hj⟩ := hneg
  have hclosed : IsClosed (window a b t) := by
    have e : window a b t = ⋂ k, {x | t ≤ a k * x + b k} := by
      ext x
      rw [mem_window, mem_iInter]
      rfl
    rw [e]
    exact isClosed_iInter fun k => isClosed_le (by fun_prop) (by fun_prop)
  -- the rising line bounds the window on the left, the falling line on the right
  refine (isCompact_Icc (a := (t - b i) / a i) (b := (t - b j) / a j)).of_isClosed_subset
    hclosed ?_
  intro x hx
  rw [mem_window] at hx
  have h1 := hx i
  have h2 := hx j
  rw [mem_Icc, div_le_iff₀ hi, le_div_iff_of_neg hj]
  constructor <;> linarith
```

Physically, `hpos` and `hneg` say that the activity falls without bound at both ends of the descriptor axis: a rising line pulls it down as $x\to-\infty$ and a falling line as $x\to+\infty$. With an adsorption energy as descriptor, binding can be too weak and it can be too strong. The lemma holds at every threshold, including those for which the window is empty.

Since a compact window is bounded, no two of its points are further apart than its supremum and infimum:

$$x,y\in\text{window at }t\quad\Longrightarrow\quad y-x\le W(t).$$

```lean
/-- With one rising and one falling line, the distance between two descriptors in a window is at
most the width of the window. -/
theorem sub_le_width (hpos : ∃ i, 0 < a i) (hneg : ∃ i, a i < 0) {t x y : ℝ}
    (hx : x ∈ window a b t) (hy : y ∈ window a b t) : y - x ≤ width a b t := by
  have hc := isCompact_window (b := b) hpos hneg t
  have h1 := le_csSup hc.bddAbove hy
  have h2 := csInf_le hc.bddBelow hx
  unfold width
  linarith
```

This gives a way to bound a width from below: exhibit two points of the window.

## The edges belong to the window

The proof turns on a pair of Mathlib lemmas, `IsCompact.sInf_mem` and `IsCompact.sSup_mem`. For a nonempty compact set of real numbers, they state that its infimum and supremum are members of the set. For a general bounded set this fails: the open interval $(0,1)$ contains neither $0$ nor $1$.

Membership matters because the mixing lemma accepts only points of windows. Once the edges are known to be such points, they can be mixed or shifted, and the inequalities satisfied by every line can be applied to them directly. No formula for the edges is needed, nor any record of which line is limiting at which threshold. In the code this appears as `hc.sInf_mem hne`, where `hc` is compactness and `hne` is nonemptiness.

The first use concerns the effect of lowering the threshold, still with one rising and one falling line. Let $|a_i|\le L$ for all $i$, with $L>0$, and let $t\le s$. Write $l$ and $r$ for the edges of the nonempty window at $s$, and set $d=(s-t)/L$. Then, for every $i$,

$$
\begin{aligned}
a_i(l-d)+b_i&\ge s-a_i d\ge s-Ld=t,\\
a_i(r+d)+b_i&\ge s+a_i d\ge s-Ld=t .
\end{aligned}
$$

Both shifted points lie in the window at $t$, and they are $r-l+2d$ apart. Therefore

$$W(t)\ge W(s)+\frac{2(s-t)}{L}.$$

```lean
/-- With one rising and one falling line, and all slopes at most `L > 0` in magnitude, lowering the
threshold from `s` to `t` widens a nonempty window by at least `2 (s - t) / L`. -/
theorem width_gain (hpos : ∃ i, 0 < a i) (hneg : ∃ i, a i < 0) {L s t : ℝ}
    (hL : 0 < L) (haL : ∀ i, |a i| ≤ L) (hne : (window a b s).Nonempty) (hts : t ≤ s) :
    width a b s + 2 * ((s - t) / L) ≤ width a b t := by
  have hc := isCompact_window (b := b) hpos hneg s
  have hl := hc.sInf_mem hne
  have hr := hc.sSup_mem hne
  obtain ⟨d, hd⟩ : ∃ d, d = (s - t) / L := ⟨_, rfl⟩
  have hd0 : 0 ≤ d := by
    rw [hd]
    exact div_nonneg (sub_nonneg.2 hts) hL.le
  have hLd : L * d = s - t := by
    rw [hd]
    field_simp
  -- both edges can be moved outward by d
  have hl' : sInf (window a b s) - d ∈ window a b t := by
    rw [mem_window] at hl ⊢
    intro i
    have h1 := hl i
    have h2 := mul_le_mul_of_nonneg_right (abs_le.1 (haL i)).2 hd0
    linarith
  have hr' : sSup (window a b s) + d ∈ window a b t := by
    rw [mem_window] at hr ⊢
    intro i
    have h1 := hr i
    have h2 := mul_le_mul_of_nonneg_right (abs_le.1 (haL i)).1 hd0
    linarith
  have h := sub_le_width hpos hneg hl' hr'
  rw [← hd]
  unfold width at h ⊢
  linarith
```

The facts `hl'` and `hr'` are the two displayed lines, and `sub_le_width` turns them into the bound on the width. The constant $L$ limits how sensitive any step is to the descriptor: the smaller $L$ can be chosen, the more descriptor range is guaranteed to be gained by accepting a lower activity.

## The peak, the interval and the shape of the width

The theorem takes one rising and one falling line and provides a number $M$ with these properties:

- `IsGreatest (range (activity a b)) M`: $M$ is a value of $f$, and no value exceeds it.
- For every $t\le M$ there are $l\le r$ such that the window is exactly $[l,r]$ and $W(t)=r-l$.
- `ConcaveOn ℝ (Iic M) (width a b)`: $W$ is concave on $(-\infty,M]$.
- `StrictAntiOn (width a b) (Iic M)`: if $t<s\le M$, then $W(s)<W(t)$.

**Peak.** The window at threshold $f(0)$ contains $0$ and is compact. The continuous function $f$ attains a maximum on it at some $x_0$. Outside this window $f(x)<f(0)\le f(x_0)$, so $x_0$ maximises $f$ on the whole line, and $M=f(x_0)$. For every $t\le M$, the point $x_0$ lies in the window, which is therefore nonempty.

**Interval.** Mixing two points at the same threshold $t$ gives a point at threshold $pt+qt=t$. The window is thus convex, hence connected. A nonempty, connected and compact set of real numbers is a closed interval between its infimum and supremum.

**Concavity.** Let $l_s,r_s$ and $l_t,r_t$ be the edges at thresholds $s,t\le M$. The points $pl_s+ql_t$ and $pr_s+qr_t$ both lie in the window at $ps+qt$, so

$$W(ps+qt)\ge (pr_s+qr_t)-(pl_s+ql_t)=pW(s)+qW(t).$$

**Strict decrease.** Put $L=1+\sum_i|a_i|$, which is positive and bounds every slope in magnitude. If $t<s\le M$, the previous bound gives $W(t)\ge W(s)+2(s-t)/L>W(s)$.

```lean
/-- A volcano curve with a rising and a falling line has a maximum `M`. For thresholds up to
`M` the activity window is a nonempty compact interval, and its length is a concave,
strictly decreasing function of the threshold. -/
theorem activity_window (hpos : ∃ i, 0 < a i) (hneg : ∃ i, a i < 0) :
    ∃ M, IsGreatest (range (activity a b)) M ∧
      (∀ t ≤ M, ∃ l r, l ≤ r ∧ window a b t = Icc l r ∧ width a b t = r - l) ∧
      ConcaveOn ℝ (Iic M) (width a b) ∧ StrictAntiOn (width a b) (Iic M) := by
  have hc := isCompact_window (b := b) hpos hneg
  have hcont : Continuous (activity a b) := by
    unfold activity
    exact Continuous.finset_inf'_apply _ fun i _ => by fun_prop
  -- the peak is found inside the compact window at threshold f(0)
  obtain ⟨x₀, h₀, hmax⟩ := (hc (activity a b 0)).exists_isMaxOn
    ⟨0, le_refl (activity a b 0)⟩ hcont.continuousOn
  have hpeak : ∀ x, activity a b x ≤ activity a b x₀ := by
    intro x
    rcases le_total (activity a b 0) (activity a b x) with h | h
    · exact hmax h
    · exact h.trans h₀
  have hne : ∀ t ≤ activity a b x₀, (window a b t).Nonempty := fun t ht => ⟨x₀, ht⟩
  refine ⟨activity a b x₀, ⟨⟨x₀, rfl⟩, ?_⟩, ?_, ⟨convex_Iic _, ?_⟩, ?_⟩
  · rintro _ ⟨x, rfl⟩
    exact hpeak x
  · intro t ht
    have hconv : Convex ℝ (window a b t) := by
      intro x hx y hy p q hp hq hpq
      have h := window_mix hx hy hp hq hpq
      have e : p * t + q * t = t := by rw [← add_mul, hpq, one_mul]
      rw [e] at h
      simpa only [smul_eq_mul] using h
    exact ⟨sInf (window a b t), sSup (window a b t),
      csInf_le (hc t).bddBelow ((hc t).sSup_mem (hne t ht)),
      eq_Icc_of_connected_compact ⟨hne t ht, hconv.isPreconnected⟩ (hc t), rfl⟩
  · -- mixing the end points of two windows gives concavity
    intro s hs t ht p q hp hq hpq
    have h := sub_le_width hpos hneg
      (window_mix ((hc s).sInf_mem (hne s hs)) ((hc t).sInf_mem (hne t ht)) hp hq hpq)
      (window_mix ((hc s).sSup_mem (hne s hs)) ((hc t).sSup_mem (hne t ht)) hp hq hpq)
    simp only [smul_eq_mul]
    unfold width at h ⊢
    linarith
  · intro t _ s hs hts
    have hsum : 0 ≤ ∑ i, |a i| := Finset.sum_nonneg fun i _ => abs_nonneg (a i)
    have hL : 0 < 1 + ∑ i, |a i| := by linarith
    have haL : ∀ i, |a i| ≤ 1 + ∑ j, |a j| := by
      intro i
      have h : |a i| ≤ ∑ j, |a j| := Finset.single_le_sum (f := fun j => |a j|)
        (fun j _ => abs_nonneg (a j)) (Finset.mem_univ i)
      linarith
    have h := width_gain hpos hneg hL haL (hne s hs) hts.le
    have h' := div_pos (sub_pos.2 hts) hL
    linarith
```

The code follows the same order. `exists_isMaxOn` finds the peak, and `hpeak` extends its maximality to all descriptors by comparing $f(x)$ with $f(0)$. `eq_Icc_of_connected_compact` gives the interval. The concavity step applies `window_mix` once to the lower edges and once to the upper edges, then passes both results to `sub_le_width`. The last step calls `width_gain`.

The interval at the peak may be a single point, as for $\min(x,-x)$, or a plateau of positive length when a horizontal line caps the curve. Both are covered by $l\le r$.

In descriptor-based catalyst screening, $W(t)$ can be compared with the uncertainty of a computed adsorption energy, within this one-descriptor model with linear steps and a sharp minimum. Concavity then means that equal increases in the threshold $t$ cost at least as much descriptor range near the peak as they do further down. This refers to the scale on which the lines are drawn: if $f$ is a logarithmic rate, equal increases in $t$ are equal factors in the rate, not equal increments.

## Without a falling line the window has no right edge

Suppose instead that $a_i\ge 0$ for all $i$, and let $x$ be in the window. For any $y\ge x$,

$$a_i y+b_i\ge a_i x+b_i\ge t\quad\text{for all } i,$$

so $y$ is in the window too.

```lean
/-- If no line falls, every descriptor to the right of a point of the window is also in
the window. -/
theorem window_unbounded_of_no_falling_line (ha : ∀ i, 0 ≤ a i) {t x : ℝ}
    (hx : x ∈ window a b t) : Ici x ⊆ window a b t := by
  intro y hy
  rw [mem_window] at hx ⊢
  intro i
  have h1 := hx i
  have h2 := mul_le_mul_of_nonneg_left (mem_Ici.1 hy) (ha i)
  linarith
```

`Ici x` is the half-line $[x,\infty)$. A nonempty window then extends indefinitely to the right and has no finite length, which shows what the falling line contributes to the main theorem.

## Two legs in closed form

For two legs the edges can be written down. Let $p,q>0$ now denote the steepnesses of the legs $px+b_1$ and $-qx+b_2$. The two threshold conditions give

$$\frac{t-b_1}{p}\le x\le\frac{b_2-t}{q}.$$

The lower bound does not exceed the upper one exactly when $q(t-b_1)\le p(b_2-t)$, that is, when

$$t\le\frac{pb_2+qb_1}{p+q},$$

which is the height at which the legs cross. Up to that height,

$$W(t)=\frac{b_2-t}{q}-\frac{t-b_1}{p}=\frac{b_1}{p}+\frac{b_2}{q}-t\left(\frac1p+\frac1q\right).$$

With $p=q=1$ and $b_1=b_2=0$ this is the width $-2t$ of the opening example. The width is affine in $t$, the borderline case of concavity, and the shallower leg contributes more to its rate of change.

```lean
/-- The two-leg volcano with legs `p x + b₁` and `-q x + b₂`: the window and its width in
closed form, for thresholds not above the crossing of the legs. -/
theorem two_leg_window {p q b₁ b₂ t : ℝ} (hp : 0 < p) (hq : 0 < q)
    (ht : t ≤ (p * b₂ + q * b₁) / (p + q)) :
    window ![p, -q] ![b₁, b₂] t = Icc ((t - b₁) / p) ((b₂ - t) / q) ∧
      width ![p, -q] ![b₁, b₂] t = (b₂ - t) / q - (t - b₁) / p := by
  have hw : window ![p, -q] ![b₁, b₂] t = Icc ((t - b₁) / p) ((b₂ - t) / q) := by
    ext x
    rw [mem_window, Fin.forall_fin_two, mem_Icc, div_le_iff₀ hp, le_div_iff₀ hq]
    change (t ≤ p * x + b₁ ∧ t ≤ -q * x + b₂) ↔ _
    constructor <;> rintro ⟨h1, h2⟩ <;> constructor <;> linarith
  have hle : (t - b₁) / p ≤ (b₂ - t) / q := by
    rw [le_div_iff₀ (add_pos hp hq)] at ht
    rw [div_le_div_iff₀ hp hq]
    linarith
  refine ⟨hw, ?_⟩
  unfold width
  rw [hw, csSup_Icc hle, csInf_Icc hle]

end

end VolcanoActivityWindow
```

The vectors `![p, -q]` and `![b₁, b₂]` list the slopes and intercepts of the two lines. In the proof, `hw` identifies the window by clearing the positive denominators, and `hle` derives the ordering of the edges from the condition on $t$. The supremum and infimum of the closed interval then give the width.

```lean
#print axioms VolcanoActivityWindow.activity_window
#print axioms VolcanoActivityWindow.window_unbounded_of_no_falling_line
#print axioms VolcanoActivityWindow.two_leg_window
```

```
'VolcanoActivityWindow.activity_window' depends on axioms: [propext, Classical.choice, Quot.sound]
'VolcanoActivityWindow.window_unbounded_of_no_falling_line' depends on axioms: [propext, Classical.choice, Quot.sound]
'VolcanoActivityWindow.two_leg_window' depends on axioms: [propext, Classical.choice, Quot.sound]
```
